# The third-order coefficient of ln(1 + λx) in λ is x³/3

For a fixed real number x, the lemma says that (ln(1 + lx) − lx + l²x²/2)/l³ tends to x³/3 as l tends to 0 through nonzero values. In perturbation theory this is the third-order term in the logarithm of a quantity 1 + lx, where l is the coupling; x is a plain real number here, and no Hamiltonian or state enters. The proof takes l so small that |lx| < 1/2 and uses Mathlib's remainder bound for the logarithmic series after three terms. From this it seeks to bound the distance between the quotient and x³/3 by 2|x|⁴|l|, which tends to 0.

As first written in Lean, the proof fails:

```lean
import Mathlib

open Filter Topology Matrix

namespace LogThirdOrder

noncomputable section

/-- The third-order coefficient of `ln(1 + l x)` in `l` is `x³/3`. -/
theorem log_third_order (x : ℝ) :
    Tendsto (fun l : ℝ => (Real.log (1 + l * x) - l * x + l ^ 2 / 2 * (x * x)) / l ^ 3)
      (𝓝[≠] 0) (𝓝 (x * x * x / 3)) := by
  have hc : Continuous fun l : ℝ => |l * x| := by fun_prop
  have hsmall : ∀ᶠ l : ℝ in 𝓝 0, |l * x| < 1 / 2 :=
    hc.continuousAt.eventually_lt continuousAt_const (by simp)
  have hb : Continuous fun l : ℝ => 2 * |x| ^ 4 * |l| := by fun_prop
  have hb0 : Tendsto (fun l : ℝ => 2 * |x| ^ 4 * |l|) (𝓝[≠] 0) (𝓝 0) := by
    have h := (hb.tendsto 0).mono_left (nhdsWithin_le_nhds (s := {0}ᶜ))
    rwa [abs_zero, mul_zero] at h
  rw [← tendsto_sub_nhds_zero_iff]
  refine squeeze_zero_norm' ?_ hb0
  filter_upwards [nhdsWithin_le_nhds hsmall, self_mem_nhdsWithin] with l hl hl0
  have hl3 : l ^ 3 ≠ 0 := pow_ne_zero 3 hl0
  -- remainder of the logarithmic series after three terms
  have hr := Real.abs_log_sub_add_sum_range_le (x := -(l * x))
    (by rw [abs_neg]; linarith) 3
  rw [abs_neg, sub_neg_eq_add] at hr
  have e : (Real.log (1 + l * x) - l * x + l ^ 2 / 2 * (x * x)) / l ^ 3 - x * x * x / 3
      = ((∑ i ∈ Finset.range 3, (-(l * x)) ^ (i + 1) / ((i : ℝ) + 1))
        + Real.log (1 + l * x)) / l ^ 3 := by
    rw [eq_div_iff hl3, sub_mul, div_mul_cancel₀ _ hl3]
    simp only [Finset.sum_range_succ, Finset.sum_range_zero]
    push_cast
    ring
  rw [e, Real.norm_eq_abs, abs_div, div_le_iff₀ (abs_pos.mpr hl3)]
  refine hr.trans ?_
  rw [div_le_iff₀ (by linarith)]
  have h4 : 2 * |x| ^ 4 * |l| * |l ^ 3| = 2 * |l * x| ^ 4 := by
    rw [abs_pow, abs_mul]; ring
  rw [h4]
  nlinarith [mul_nonneg (pow_nonneg (abs_nonneg (l * x)) 4)
    (by linarith : (0 : ℝ) ≤ 1 - 2 * |l * x|)]

end

end LogThirdOrder
```

Lean reports:

```
Main.lean:41:2: error: linarith failed to find a contradiction
x : ℝ
hc : Continuous fun l => |l * x|
hsmall : ∀ᶠ (l : ℝ) in 𝓝 0, |l * x| < 1 / 2
hb : Continuous fun l => 2 * |x| ^ 4 * |l|
hb0 : Tendsto (fun l => 2 * |x| ^ 4 * |l|) (𝓝[≠] 0) (𝓝 0)
l : ℝ
hl : |l * x| < 1 / 2
hl0 : l ∈ {0}ᶜ
hl3 : l ^ 3 ≠ 0
hr : |∑ i ∈ Finset.range 3, (-(l * x)) ^ (i + 1) / (↑i + 1) + Real.log (1 + l * x)| ≤ |l * x| ^ (3 + 1) / (1 - |l * x|)
e :
  (Real.log (1 + l * x) - l * x + l ^ 2 / 2 * (x * x)) / l ^ 3 - x * x * x / 3 =
    (∑ i ∈ Finset.range 3, (-(l * x)) ^ (i + 1) / (↑i + 1) + Real.log (1 + l * x)) / l ^ 3
h4 : 2 * |x| ^ 4 * |l| * |l ^ 3| = 2 * |l * x| ^ 4
a✝ : 2 * |l * x| ^ 4 * (1 - |l * x|) < |l * x| ^ (3 + 1)
⊢ False
failed
```

What went wrong. The one error is at the closing `nlinarith`, which has to show that `|l * x| ^ (3 + 1)` is at most `2 * |l * x| ^ 4 * (1 - |l * x|)`. The inequality is true, and the hint supplied is exactly what is needed: the right side minus the left equals `|l * x| ^ 4 * (1 - 2 * |l * x|)`. The trouble is the exponent `3 + 1`, left by the remainder bound when it was used with three terms. The arithmetic search expands a power only when its exponent is a literal numeral, so it treats `|l * x| ^ (3 + 1)` as an unknown unrelated to `|l * x| ^ 4`, and the hint cannot be joined to the goal.

The repair hands the algebra to `ring`, which does evaluate `3 + 1`, and so proves the identity for the difference as `h5`. Rewriting with `← sub_nonneg` and then `h5` turns the goal into the nonnegativity of that product. `mul_nonneg` proves this from the same two facts as the old hint, with `linarith` getting the second factor from `|l * x| < 1 / 2`.

Fix (accepted with no message):

```diff
@@ -39,6 +39,8 @@
     rw [abs_pow, abs_mul]; ring
   rw [h4]
-  nlinarith [mul_nonneg (pow_nonneg (abs_nonneg (l * x)) 4)
-    (by linarith : (0 : ℝ) ≤ 1 - 2 * |l * x|)]
+  have h5 : 2 * |l * x| ^ 4 * (1 - |l * x|) - |l * x| ^ (3 + 1)
+      = |l * x| ^ 4 * (1 - 2 * |l * x|) := by ring
+  rw [← sub_nonneg, h5]
+  exact mul_nonneg (pow_nonneg (abs_nonneg (l * x)) 4) (by linarith)
 
 end
```
